# At most $n$ pairwise commuting Pauli strings on $n$ qubits are independent under multiplication

To estimate an energy on a quantum computer, one can sort the Pauli strings of the qubit Hamiltonian into commuting groups and measure each group in one go. Row reduction modulo 2 then picks out independent strings in a group, and their outcomes fix those of the other strings by multiplication, with known signs. For a molecular Hamiltonian mapped to $n$ qubits, at most $n$ strings per group survive this reduction, though the bound alone does not determine the number of groups or of repetitions.

Independence here means that no product of some of the strings is the identity up to a phase. It is weaker to ask for linear independence as operators: the $2^n$ products of single-qubit $Z$ operators all commute and are linearly independent.

## Labels, signs and operators

```lean
import Mathlib

open Matrix Module

namespace CommutingPauliStrings

noncomputable section
```

A Pauli string is recorded by two bit vectors. The vector $x$ marks the qubits that are flipped, and $z$ marks those that contribute a phase flip. A qubit with both marks carries a $Y$. The pair $v=(x,z)$ is a vector over $\mathbb Z/2$, and multiplying strings adds their labels, so independence under multiplication is linear independence of labels.

```lean
/-- Labels `(x, z)` of Pauli strings on `n` qubits: `x` marks the bit flips and `z` the
phase flips. -/
abbrev Label (n : ℕ) := (Fin n → ZMod 2) × (Fin n → ZMod 2)
```

A bit $a$ determines the sign $(-1)^a$, written `sgn a` in Lean.

```lean
/-- The sign `(-1)^a` of a bit `a`. -/
def sgn (a : ZMod 2) : ℂ := if a = 0 then 1 else -1
```

A wavefunction assigns a complex amplitude $\psi(s)$ to each bit string $s$. The string with label $v$ acts by

$$(P_v\psi)(s)=(-1)^{z\cdot s}\,\psi(s+x),$$

where the dot product (`⬝ᵥ`) and the sum $s+x$ are taken modulo 2. In Lean, $P_v$ is `pauli v`, an element of `Module.End ℂ` (a linear operator), and the product of two such elements is composition.

```lean
/-- The Pauli string with label `(x, z)`, up to a global phase, acting on wavefunctions of
`n` qubits: `(P ψ)(s) = (-1)^(z·s) ψ(s + x)`. -/
def pauli {n : ℕ} (v : Label n) : Module.End ℂ ((Fin n → ZMod 2) → ℂ) where
  toFun ψ := fun s => sgn (v.2 ⬝ᵥ s) * ψ (s + v.1)
  map_add' ψ φ := by
    funext s
    simp only [Pi.add_apply, mul_add]
  map_smul' c ψ := by
    funext s
    simp only [Pi.smul_apply, smul_eq_mul, RingHom.id_apply]
    ring
```

The usual Hermitian string is $(-i)^m P_v$, where $m$ is the number of $Y$ factors. This match with the tensor product of Pauli matrices is read off from the definition and is not a theorem below. Nonzero phases do not affect whether two operators commute.

## (a) A bilinear form on labels

For $v=(x,z)$ and $w=(x',z')$, show that the following expression is linear in each label:

$$\omega(v,w)=x\cdot z'+z\cdot x'.$$

Replacing $v$ by $v+u$, with $u=(x'',z'')$, gives $(x+x'')\cdot z'+(z+z'')\cdot x'=\omega(v,w)+\omega(u,w)$. A scalar factor comes out of both terms, and the second slot works the same way.

`LinearMap.mk₂` asks for exactly these four checks. The result, `symp`, sends $v$ to the linear functional $\omega(v,\cdot)$, and `symp_apply` recovers the formula.

```lean
/-- The symplectic form `x·z' + z·x'` on labels of Pauli strings. -/
def symp {n : ℕ} : Label n →ₗ[ZMod 2] Module.Dual (ZMod 2) (Label n) :=
  LinearMap.mk₂ (ZMod 2) (fun v w => v.1 ⬝ᵥ w.2 + v.2 ⬝ᵥ w.1)
    (fun a b c => by simp only [Prod.fst_add, Prod.snd_add, add_dotProduct]; ring)
    (fun r a b => by simp only [Prod.smul_fst, Prod.smul_snd, smul_dotProduct, smul_add])
    (fun a b c => by simp only [Prod.fst_add, Prod.snd_add, dotProduct_add]; ring)
    (fun r a b => by simp only [Prod.smul_fst, Prod.smul_snd, dotProduct_smul, smul_add])

/-- The symplectic form written out in components. -/
theorem symp_apply {n : ℕ} (v w : Label n) :
    symp v w = v.1 ⬝ᵥ w.2 + v.2 ⬝ᵥ w.1 := rfl
```

## (b) Signs of sums

Show that for bits $a,b$ added modulo 2,

$$(-1)^{a+b}=(-1)^a(-1)^b.$$

If either bit is $0$, both sides equal the sign of the other bit. If both are $1$, then $a+b=0$ and both sides are $1$. Lean runs through the same four cases with `rcases`.

```lean
/-- Signs multiply when bits are added modulo two. -/
theorem sgn_add (a b : ZMod 2) : sgn (a + b) = sgn a * sgn b := by
  have bit : ∀ c : ZMod 2, c = 0 ∨ c = 1 := by decide
  have h11 : (1 : ZMod 2) + 1 = 0 := by decide
  rcases bit a with rfl | rfl <;> rcases bit b with rfl | rfl <;> simp [sgn, h11]
```

## (c) Exchanging two strings

Show that

$$P_vP_w=(-1)^{\omega(v,w)}\,P_wP_v.$$

Apply the left side to $\psi$ and evaluate at $s$:

$$(P_vP_w\psi)(s)=(-1)^{z\cdot s}(P_w\psi)(s+x)=(-1)^{z\cdot s+z'\cdot s+z'\cdot x}\,\psi(s+x+x').$$

In the other order,

$$(P_wP_v\psi)(s)=(-1)^{z'\cdot s+z\cdot s+z\cdot x'}\,\psi(s+x+x').$$

The two differ by the factor $(-1)^{z'\cdot x+z\cdot x'}=(-1)^{\omega(v,w)}$.

The `change` step writes out both products at $s$. On the right, the sign of $z\cdot x'$ then occurs twice, once from the operators and once from $\omega$. The fact `hsq` says that it squares to one, and `linear_combination` uses this to close the goal.

```lean
/-- Exchanging two Pauli strings costs the sign `(-1)^(x·z' + z·x')`. -/
theorem pauli_mul {n : ℕ} (v w : Label n) :
    pauli v * pauli w = sgn (symp v w) • (pauli w * pauli v) := by
  refine LinearMap.ext fun ψ => funext fun s => ?_
  change sgn (v.2 ⬝ᵥ s) * (sgn (w.2 ⬝ᵥ (s + v.1)) * ψ (s + v.1 + w.1)) =
    sgn (symp v w) * (sgn (w.2 ⬝ᵥ s) * (sgn (v.2 ⬝ᵥ (s + w.1)) * ψ (s + w.1 + v.1)))
  have hsq : sgn (v.2 ⬝ᵥ w.1) * sgn (v.2 ⬝ᵥ w.1) = 1 := by
    unfold sgn
    split_ifs <;> norm_num
  rw [add_right_comm s w.1 v.1]
  simp only [symp_apply, dotProduct_add, sgn_add, dotProduct_comm v.1 w.2]
  -- the sign of `z·x'` occurs twice on the right and squares to one
  linear_combination (-(sgn (v.2 ⬝ᵥ s) * sgn (w.2 ⬝ᵥ s) * sgn (w.2 ⬝ᵥ v.1) *
    ψ (s + v.1 + w.1))) * hsq
```

## (d) The criterion for commuting

Show that

$$P_vP_w=P_wP_v\iff\omega(v,w)=0.$$

If $\omega(v,w)=0$, the sign in (c) is $+1$. Otherwise $\omega(v,w)=1$ and $P_vP_w=-P_wP_v$. If the strings also commuted, $P_wP_v$ would vanish. But on the normalised uniform wavefunction $\psi(s)=2^{-n/2}$,

$$(P_wP_v\psi)(0)=(-1)^{z\cdot x'}\,2^{-n/2}\neq0.$$

Lean uses the unnormalised constant function $1$, for which the value is $\pm1$.

```lean
/-- Two Pauli strings commute exactly when the symplectic form of their labels vanishes. -/
theorem commute_iff {n : ℕ} (v w : Label n) :
    Commute (pauli v) (pauli w) ↔ symp v w = 0 := by
  constructor
  · intro h
    by_contra hne
    have hs : sgn (symp v w) = -1 := by simp [sgn, hne]
    have h1 := pauli_mul v w
    rw [hs, h.eq] at h1
    -- evaluate on the uniform wavefunction, where the product cannot vanish
    have h2 := congrFun (LinearMap.congr_fun h1 (fun _ => 1)) (0 : Fin n → ZMod 2)
    change sgn (w.2 ⬝ᵥ 0) * (sgn (v.2 ⬝ᵥ (0 + w.1)) * 1) =
      -1 * (sgn (w.2 ⬝ᵥ 0) * (sgn (v.2 ⬝ᵥ (0 + w.1)) * 1)) at h2
    have hn : ∀ a : ZMod 2, sgn a ≠ 0 := by
      intro a
      unfold sgn
      split_ifs <;> norm_num
    apply mul_ne_zero (hn (w.2 ⬝ᵥ 0)) (hn (v.2 ⬝ᵥ (0 + w.1)))
    linear_combination h2 / 2
  · intro h
    change pauli v * pauli w = pauli w * pauli v
    rw [pauli_mul v w, h]
    simp [sgn]
```

## (e) Nondegeneracy

Show that a label is determined by its form with all others, that is,

$$\omega(v,\cdot)=\omega(w,\cdot)\implies v=w.$$

By linearity it is enough to show that $\omega(v,\cdot)=0$ forces $v=0$. Let $e_i$ be the bit vector with a single $1$ at position $i$. Testing against the label $(0,e_i)$ of a single-qubit $Z$ gives $x_i=0$. Testing against the label $(e_i,0)$ of a single-qubit $X$ gives $z_i=0$.

In Lean, $e_i$ is `Pi.single i 1`, and `h1` and `h2` are the two tests.

```lean
/-- The symplectic form is nondegenerate: only the zero label is orthogonal to all labels. -/
theorem symp_injective {n : ℕ} : Function.Injective (symp (n := n)) := by
  refine (injective_iff_map_eq_zero symp).2 fun v hv => ?_
  -- test against the single-qubit Z and X labels
  have h1 : ∀ i, v.1 i = 0 := fun i => by
    have h := LinearMap.congr_fun hv ((0, Pi.single i 1) : Label n)
    simpa [symp_apply] using h
  have h2 : ∀ i, v.2 i = 0 := fun i => by
    have h := LinearMap.congr_fun hv ((Pi.single i 1, 0) : Label n)
    simpa [symp_apply] using h
  exact Prod.ext (funext h1) (funext h2)
```

## (f) Counting the labels that commute with a subspace

Let $W$ be a subspace of labels, and let $C(W)$ be the set of labels $v$ with $\omega(v,w)=0$ for all $w\in W$. Show that

$$\dim W+\dim C(W)=2n.$$

Let $V$ be the space of all labels, of dimension $2n$, and $V^*$ its dual. By (e), the map $v\mapsto\omega(v,\cdot)$ from $V$ to $V^*$ is injective. The dimensions agree, so it is bijective. It carries $C(W)$ onto the space $W^\circ$ of functionals that vanish on $W$. To find $\dim W^\circ$, extend a basis of $W$ to a basis of $V$: the dual basis vectors that belong to the added elements form a basis of $W^\circ$. Hence $\dim C(W)=\dim W^\circ=2n-\dim W$.

Lean calls $C(W)$ the `commutant`. It is a space of labels, often called the symplectic complement, whereas the commutant of operator algebra contains all commuting operators.

```lean
/-- The labels symplectically orthogonal to every label in `W`. -/
def commutant {n : ℕ} (W : Submodule (ZMod 2) (Label n)) : Submodule (ZMod 2) (Label n) :=
  W.dualAnnihilator.comap symp
```

The dimension is `finrank`. In the proof, `hsurj` is the surjectivity, `hmap` identifies the image of $C(W)$ with $W^\circ$, and `omega` does the final integer arithmetic.

```lean
/-- The dimensions of a space of labels and of its commutant add up to `2n`. -/
theorem finrank_add_commutant {n : ℕ} (W : Submodule (ZMod 2) (Label n)) :
    finrank (ZMod 2) W + finrank (ZMod 2) (commutant W) = n + n := by
  have hsurj : Function.Surjective (symp (n := n)) :=
    (LinearMap.injective_iff_surjective_of_finrank_eq_finrank
      Subspace.dual_finrank_eq.symm).1 symp_injective
  have hmap : (commutant W).map symp = W.dualAnnihilator :=
    Submodule.map_comap_eq_of_surjective hsurj _
  have h1 := LinearEquiv.finrank_eq
    (Submodule.equivMapOfInjective symp symp_injective (commutant W))
  rw [hmap] at h1
  have h2 := Subspace.finrank_add_finrank_dualAnnihilator_eq W
  have h3 : finrank (ZMod 2) (Label n) = n + n := by simp
  omega
```

### Why the count uses `dualAnnihilator`

In a real inner-product space of finite dimension, one would split $V$ into $W$ and its orthogonal complement and add the dimensions. Here that splitting can fail: if $W$ is spanned by the label of one $Z$ operator, $W$ lies inside $C(W)$.

Mathlib's `W.dualAnnihilator` avoids the difficulty because it lives in the dual space, where it cannot overlap with $W$. The lemma `Subspace.finrank_add_finrank_dualAnnihilator_eq` gives $\dim W+\dim W^\circ=\dim V$ over any field, including $\mathbb Z/2$. The operation `comap symp` then pulls $W^\circ$ back to labels, so membership in `commutant W` means precisely that $\omega(v,\cdot)$ vanishes on $W$.

## (g) The bound for subspaces

Suppose $\omega(v,w)=0$ for all $v,w\in W$; such a subspace is called isotropic. Show that

$$\dim W\le n.$$

Every element of $W$ lies in $C(W)$, so $\dim W\le\dim C(W)$. With (f), $2\dim W\le2n$.

The inclusion is `hle`, and `Submodule.finrank_mono` turns it into an inequality of dimensions.

```lean
/-- A space of labels on which the symplectic form vanishes identically has dimension at
most `n`. -/
theorem isotropic_finrank_le {n : ℕ} (W : Submodule (ZMod 2) (Label n))
    (hW : ∀ v ∈ W, ∀ w ∈ W, symp v w = 0) : finrank (ZMod 2) W ≤ n := by
  have hle : W ≤ commutant W := fun v hv =>
    (Submodule.mem_dualAnnihilator _).2 (hW v hv)
  have h1 := Submodule.finrank_mono hle
  have h2 := finrank_add_commutant W
  omega
```

## (h) The bound for a list of strings

Let $v_i$, with $i$ in a finite index set $\iota$, be linearly independent labels whose Pauli strings commute pairwise. Show that

$$|\iota|\le n.$$

Let $W$ be the span of the $v_i$. For fixed $j$, the functional $\omega(v_j,\cdot)$ vanishes on every $v_i$ by (d), hence on $W$. Now take any $u\in W$. Since $\omega$ is symmetric, $\omega(u,v_j)=\omega(v_j,u)=0$ for every $j$, so $\omega(u,\cdot)$ vanishes on $W$ too. Thus $W$ is isotropic, and its dimension is $|\iota|$ by independence. Part (g) gives the bound.

Distinct labels would not be enough: on one qubit, the identity and $Z$ are two distinct commuting strings.

The two passes through the span are `h1` and `h2`. Lean gets the symmetry of $\omega$ from the operators: it translates $\omega(v_j,u)=0$ into commutation, swaps the two operators with `.symm`, and translates back.

```lean
/-- Pairwise commuting Pauli strings on `n` qubits whose labels are linearly independent
number at most `n`. -/
theorem card_commuting_le {n : ℕ} {ι : Type*} [Fintype ι] (v : ι → Label n)
    (hind : LinearIndependent (ZMod 2) v)
    (hcomm : ∀ i j, Commute (pauli (v i)) (pauli (v j))) : Fintype.card ι ≤ n := by
  rw [← finrank_span_eq_card hind]
  -- commutation passes from the generators to their span, one slot at a time
  have h1 : ∀ j, Submodule.span (ZMod 2) (Set.range v) ≤ LinearMap.ker (symp (v j)) := by
    intro j
    rw [Submodule.span_le]
    rintro _ ⟨i, rfl⟩
    exact (commute_iff _ _).1 (hcomm j i)
  refine isotropic_finrank_le _ fun u hu w hw => ?_
  have h2 : Submodule.span (ZMod 2) (Set.range v) ≤ LinearMap.ker (symp u) := by
    rw [Submodule.span_le]
    rintro _ ⟨j, rfl⟩
    have h : symp (v j) u = 0 := h1 j hu
    exact (commute_iff _ _).1 ((commute_iff _ _).2 h).symm
  exact h2 hw
```

## (i) The $Z$ operators reach the bound

Show that the labels $(0,e_i)$, one for each of the $n$ qubits, satisfy

$$\sum_i c_i\,(0,e_i)=0\implies c_i=0\text{ for all }i,\qquad \omega\big((0,e_i),(0,e_j)\big)=0.$$

The sum equals $(0,c)$, where $c$ is the bit vector with entries $c_i$, so it vanishes only if every $c_i$ does. The form is $0\cdot e_j+e_i\cdot0=0$, and by (d) the strings commute.

The Lean theorem states the second half directly as commutation of the operators. For $n=0$ the family is empty and the bound is still attained.

```lean
/-- The `n` single-qubit Z operators have linearly independent labels and commute pairwise,
so the bound `n` is attained. -/
theorem z_strings_attain (n : ℕ) :
    LinearIndependent (ZMod 2) (fun i : Fin n => ((0, Pi.single i 1) : Label n)) ∧
    ∀ i j : Fin n, Commute (pauli ((0, Pi.single i 1) : Label n))
      (pauli ((0, Pi.single j 1) : Label n)) := by
  constructor
  · rw [Fintype.linearIndependent_iff]
    intro g hg i
    have h := congrArg (fun v : Label n => v.2 i) hg
    simpa [Prod.snd_sum, Finset.sum_apply, Pi.single_apply] using h
  · intro i j
    rw [commute_iff]
    simp [symp_apply]
```

## (j) When no further string can be added

Let $W$ be a subspace of labels whose strings all commute with one another. Show that

$$\dim W=n\iff C(W)\subseteq W.$$

By (d), $C(W)$ contains exactly the labels of strings that commute with every string of $W$, and $W\subseteq C(W)$. If $\dim W=n$, then (f) gives $\dim C(W)=n$, so the two spaces coincide. Conversely, if $C(W)\subseteq W$, they are equal, and (f) gives $2\dim W=2n$.

The theorem writes the right-hand side in terms of operators, and `hmem` translates between the two descriptions. Labels carry no phases, so the criterion concerns which strings occur and leaves open the signs that would select a particular stabilizer state.

```lean
/-- A space of labels of mutually commuting Pauli strings has dimension `n` exactly when it
contains the label of every Pauli string that commutes with all of its strings. -/
theorem finrank_eq_iff_maximal {n : ℕ} (W : Submodule (ZMod 2) (Label n))
    (hW : ∀ v ∈ W, ∀ w ∈ W, Commute (pauli v) (pauli w)) :
    finrank (ZMod 2) W = n ↔
      ∀ v, (∀ w ∈ W, Commute (pauli v) (pauli w)) → v ∈ W := by
  have hmem : ∀ v, v ∈ commutant W ↔ ∀ w ∈ W, Commute (pauli v) (pauli w) := by
    intro v
    simp only [commute_iff]
    exact Submodule.mem_dualAnnihilator _
  have hle : W ≤ commutant W := fun v hv => (hmem v).2 (hW v hv)
  have hdim := finrank_add_commutant W
  constructor
  · intro hn v hv
    have heq : W = commutant W := Submodule.eq_of_le_of_finrank_eq hle (by omega)
    rw [heq]
    exact (hmem v).2 hv
  · intro hmax
    have hge : commutant W ≤ W := fun v hv => hmax v ((hmem v).1 hv)
    have h1 := Submodule.finrank_mono hle
    have h2 := Submodule.finrank_mono hge
    omega

end

end CommutingPauliStrings
```

```lean
#print axioms CommutingPauliStrings.card_commuting_le
#print axioms CommutingPauliStrings.z_strings_attain
#print axioms CommutingPauliStrings.finrank_eq_iff_maximal
```

```
'CommutingPauliStrings.card_commuting_le' depends on axioms: [propext, Classical.choice, Quot.sound]
'CommutingPauliStrings.z_strings_attain' depends on axioms: [propext, Classical.choice, Quot.sound]
'CommutingPauliStrings.finrank_eq_iff_maximal' depends on axioms: [propext, Classical.choice, Quot.sound]
```
